# The ground energy of a finite-dimensional quantum system as a minimum over densities of the Lieb functional plus the potential energy

Put one electron on two sites with hopping amplitude $t>0$, and apply a potential $v$ on the first site and $-v$ on the second. The Hamiltonian and the operator that couples to $v$ are

$$
H(v)=\begin{pmatrix} v & -t\\ -t & -v\end{pmatrix},\qquad
D=\begin{pmatrix}1&0\\0&-1\end{pmatrix}.
$$

The expectation value $\rho$ of $D$ is the difference of the site occupations, and the ground energy is $E(v)=-\sqrt{t^2+v^2}$. Define a function of $\rho$ by $F(\rho)=\sup_w\,(E(w)-w\rho)$. For $|\rho|<1$ the supremum is reached at $w=-t\rho/\sqrt{1-\rho^2}$, which gives

$$F(\rho)=-t\sqrt{1-\rho^2}.$$

This formula also holds at $|\rho|=1$, as a limit. For $|\rho|>1$, which no state can have, $F(\rho)=+\infty$.

Now minimise $F(\rho)+v\rho$. The derivative vanishes at $\rho=-v/\sqrt{t^2+v^2}$, and the value there is $-\sqrt{t^2+v^2}=E(v)$. The minimiser equals $E'(v)$, the density difference of the ground state. The transform from $E$ to $F$ has lost nothing, and the ground-state density takes us back.

## Recovering the energy from the functional

Let $H_0$ and $n_1,\dots,n_M$ be Hermitian operators on a nonzero finite-dimensional complex Hilbert space. For a real potential $v$ write

$$H(v)=H_0+\sum_i v_i n_i,\qquad E(v)=\inf_{\|\psi\|=1}\langle\psi,H(v)\psi\rangle .$$

The density of a state $\psi$ is the vector $\rho_\psi$ with components $\langle\psi,n_i\psi\rangle$, and $v\cdot\rho=\sum_i v_i\rho_i$. With $F(\rho)=\sup_w\,(E(w)-w\cdot\rho)$, the claim is

$$\inf_\rho\,\bigl(F(\rho)+v\cdot\rho\bigr)=E(v),$$

where the infimum is attained at the density of any ground state of $H(v)$.

**The energy is finite and a ground state exists.** For a unit vector, $|\langle\psi,H\psi\rangle|\le\|H\|$, so the infimum is finite. The unit sphere is compact, so some unit vector $\psi$ attains the minimum $\mu$. Then $\langle\chi,(H-\mu)\chi\rangle\ge0$ for all $\chi$. Insert $\chi=\psi+s\varphi$ with real $s$. The expression vanishes at $s=0$ and is never negative, so its linear term $2s\,\mathrm{Re}\langle\varphi,(H-\mu)\psi\rangle$ must vanish. Choosing $\varphi=(H-\mu)\psi$ gives $H\psi=\mu\psi$.

**No density goes below $E(v)$.** The choice $w=v$ in the supremum gives $F(\rho)\ge E(v)-v\cdot\rho$, hence $F(\rho)+v\cdot\rho\ge E(v)$.

**Equality is a tangent condition.** Equality therefore holds exactly when $F(\rho)\le E(v)-v\cdot\rho$. Since $F$ is a supremum, this means that for every $w$

$$E(w)\le E(v)+(w-v)\cdot\rho .$$

Such a $\rho$ is called a supergradient of $E$ at $v$: it is the slope of a plane that touches the graph of $E$ at $v$ and lies nowhere below it.

**Ground-state densities satisfy it.** Let $\psi$ be a ground state of $H(v)$ and use it as a trial state at $w$:

$$E(w)\le\langle\psi,H(w)\psi\rangle=\langle\psi,H(v)\psi\rangle+(w-v)\cdot\rho_\psi=E(v)+(w-v)\cdot\rho_\psi .$$

So $\rho_\psi$ attains the lower bound, which proves the claim.

**Mixtures also work.** If $\psi_k$ are ground states of $H(v)$ and the weights $p_k\ge0$ sum to one, averaging the last inequality shows that $\sum_k p_k\rho_{\psi_k}$ is again a supergradient.

For finite lattice models, such as a Hubbard cluster with hopping and interaction in $H_0$ and the site occupations as the $n_i$, this is the exact variational principle of density functional theory, with the density in place of the wavefunction.

## States, potentials and the functional in Lean

The space `𝓗` is a complex inner product space, and the finite type `ι` labels the sites or, more generally, the operators that couple to the potential. Finite dimension and `Nontrivial 𝓗`, which excludes the zero space, enter only in the theorems that need them.

```lean
import Mathlib

open Matrix

namespace LiebBiconjugation

noncomputable section

variable {𝓗 ι : Type*} [NormedAddCommGroup 𝓗] [InnerProductSpace ℂ 𝓗] [Fintype ι]
```

Expectation values are defined as real numbers by taking the real part. For a Hermitian operator this is the whole expectation value.

```lean
/-- The real part of the expectation value `⟨ψ, A ψ⟩`. -/
def expect (A : 𝓗 →ₗ[ℂ] 𝓗) (ψ : 𝓗) : ℝ := (inner ℂ ψ (A ψ) : ℂ).re
```

The potential is a real function on `ι`, converted to complex numbers where it multiplies an operator.

```lean
/-- The Hamiltonian `H₀ + ∑ i, v i n i` in the external potential `v`. -/
def hamiltonian (H₀ : 𝓗 →ₗ[ℂ] 𝓗) (n : ι → 𝓗 →ₗ[ℂ] 𝓗) (v : ι → ℝ) : 𝓗 →ₗ[ℂ] 𝓗 :=
  H₀ + ∑ i, (v i : ℂ) • n i
```

Nothing forces `n i` to be an occupation number; any linear operator may stand there, and the main theorem asks only that it be Hermitian. The particle number can be fixed by taking an $N$-electron sector as `𝓗`.

```lean
/-- The density of `ψ`: the real part of `⟨ψ, n i ψ⟩` for each operator `n i`. -/
def density (n : ι → 𝓗 →ₗ[ℂ] 𝓗) (ψ : 𝓗) : ι → ℝ := fun i => expect (n i) ψ

/-- The ground energy: the infimum of the real part of `⟨ψ, H ψ⟩` over unit vectors `ψ`, for `H` on
a nonzero finite-dimensional space. -/
def groundEnergy (H : 𝓗 →ₗ[ℂ] 𝓗) : ℝ := sInf (expect H '' {ψ | ‖ψ‖ = 1})
```

A ground state is defined by the eigenvalue equation together with normalisation. Degeneracy is allowed.

```lean
/-- A ground state is a unit eigenvector of `H` whose eigenvalue is the ground energy. -/
def IsGroundState (H : 𝓗 →ₗ[ℂ] 𝓗) (ψ : 𝓗) : Prop :=
  ‖ψ‖ = 1 ∧ H ψ = (groundEnergy H : ℂ) • ψ
```

The functional takes values in `EReal`, the real line with $\pm\infty$ added, so that it can be $+\infty$ at densities that no state can have. Both $w$ and $\rho$ range over all real vectors, and `⬝ᵥ` is the dot product.

```lean
/-- The Lieb functional `F(ρ) = sup over w of E(w) - w·ρ`, with values in the extended reals. -/
def liebF (H₀ : 𝓗 →ₗ[ℂ] 𝓗) (n : ι → 𝓗 →ₗ[ℂ] 𝓗) (ρ : ι → ℝ) : EReal :=
  ⨆ w : ι → ℝ, ((groundEnergy (hamiltonian H₀ n w) - w ⬝ᵥ ρ : ℝ) : EReal)
```

This `liebF` is defined by the transform of the energy. The theorems below do not identify it with a constrained search over wavefunctions or density matrices.

## The variational principle and the existence of a ground state

Once the state is fixed, its energy is a constant plus a term linear in the potential, which is what the trial-state argument uses.

```lean
/-- The energy of a state splits into its internal part and the potential energy `v·ρ`. -/
theorem expect_hamiltonian (H₀ : 𝓗 →ₗ[ℂ] 𝓗) (n : ι → 𝓗 →ₗ[ℂ] 𝓗) (v : ι → ℝ) (ψ : 𝓗) :
    expect (hamiltonian H₀ n v) ψ = expect H₀ ψ + v ⬝ᵥ density n ψ := by
  simp only [expect, hamiltonian, density, dotProduct, LinearMap.add_apply,
    LinearMap.sum_apply, LinearMap.smul_apply, inner_add_right, inner_sum,
    inner_smul_right, Complex.add_re, Complex.re_sum, Complex.re_ofReal_mul]
```

The lower bound on expectation values combines the Cauchy–Schwarz inequality with the operator norm. Restricted to unit vectors, it makes the infimum in `groundEnergy` a true lower bound.

```lean
/-- In finite dimension expectation values are bounded below by a multiple of `‖ψ‖²`. -/
theorem expect_lower_bound [FiniteDimensional ℂ 𝓗] (A : 𝓗 →ₗ[ℂ] 𝓗) :
    ∃ C : ℝ, ∀ ψ, -(C * ‖ψ‖ ^ 2) ≤ expect A ψ := by
  let T := LinearMap.toContinuousLinearMap A
  refine ⟨‖T‖, fun ψ => ?_⟩
  have h1 := Complex.abs_re_le_norm (inner ℂ ψ (A ψ))
  have h2 : ‖(inner ℂ ψ (A ψ) : ℂ)‖ ≤ ‖ψ‖ * ‖A ψ‖ := norm_inner_le_norm _ _
  have h3 : ‖A ψ‖ ≤ ‖T‖ * ‖ψ‖ := T.le_opNorm ψ
  have h4 := mul_le_mul_of_nonneg_left h3 (norm_nonneg ψ)
  have h5 := neg_abs_le (inner ℂ ψ (A ψ) : ℂ).re
  unfold expect
  nlinarith

/-- Variational principle: in finite dimension no unit vector has an energy below the
ground energy. -/
theorem groundEnergy_le [FiniteDimensional ℂ 𝓗] (H : 𝓗 →ₗ[ℂ] 𝓗) {ψ : 𝓗} (hψ : ‖ψ‖ = 1) :
    groundEnergy H ≤ expect H ψ := by
  obtain ⟨C, hC⟩ := expect_lower_bound H
  refine csInf_le ⟨-C, ?_⟩ ⟨ψ, hψ, rfl⟩
  rintro _ ⟨φ, hφ, rfl⟩
  have h := hC φ
  rw [show ‖φ‖ = 1 from hφ] at h
  linarith

/-- A unit eigenvector with real eigenvalue `μ` has energy `μ`. -/
theorem expect_of_eigenvector {H : 𝓗 →ₗ[ℂ] 𝓗} {ψ : 𝓗} {μ : ℝ} (hψ : ‖ψ‖ = 1)
    (h : H ψ = (μ : ℂ) • ψ) : expect H ψ = μ := by
  rw [expect, h, inner_smul_right, inner_self_eq_norm_sq_to_K, hψ]
  simp
```

For existence, Mathlib supplies the step done above by compactness and variation: the infimum of the Rayleigh quotient $\langle Hx,x\rangle/\|x\|^2$ over nonzero vectors is an eigenvalue of a Hermitian operator. The block `key` records this eigenvalue `μ` and shows that it bounds every unit-vector energy from below. The eigenvector is then normalised, and `h3` identifies `μ` with the ground energy by two inequalities.

```lean
/-- A Hermitian operator on a nonzero finite-dimensional space has a ground state. -/
theorem exists_groundState [FiniteDimensional ℂ 𝓗] [Nontrivial 𝓗] {H : 𝓗 →ₗ[ℂ] 𝓗}
    (hH : H.IsSymmetric) : ∃ ψ, IsGroundState H ψ := by
  -- the infimum of the Rayleigh quotient is an eigenvalue
  have key : ∃ μ : ℝ, Module.End.HasEigenvalue H (μ : ℂ) ∧
      ∀ ψ, ‖ψ‖ = 1 → μ ≤ expect H ψ := by
    refine ⟨⨅ x : {x : 𝓗 // x ≠ 0}, (inner ℂ (H x) (x : 𝓗) : ℂ).re / ‖(x : 𝓗)‖ ^ 2,
      hH.hasEigenvalue_iInf_of_finiteDimensional, fun ψ hψ => ?_⟩
    obtain ⟨C, hC⟩ := expect_lower_bound H
    have hb : BddBelow (Set.range fun x : {x : 𝓗 // x ≠ 0} =>
        (inner ℂ (H x) (x : 𝓗) : ℂ).re / ‖(x : 𝓗)‖ ^ 2) := by
      refine ⟨-C, ?_⟩
      rintro _ ⟨⟨x, hx⟩, rfl⟩
      have hpos : 0 < ‖x‖ ^ 2 := pow_pos (norm_pos_iff.2 hx) 2
      have h := hC x
      dsimp only
      rw [le_div_iff₀ hpos, hH x x]
      unfold expect at h
      linarith
    have hne : ψ ≠ 0 := by
      rintro rfl
      simp at hψ
    refine (ciInf_le hb ⟨ψ, hne⟩).trans_eq ?_
    dsimp only
    rw [hH ψ ψ, hψ, expect]
    simp
  obtain ⟨μ, hμ, hle⟩ := key
  obtain ⟨φ, hφ⟩ := hμ.exists_hasEigenvector
  -- normalise the eigenvector
  have h1 : ‖((‖φ‖⁻¹ : ℝ) : ℂ) • φ‖ = 1 := by
    rw [norm_smul, Complex.norm_real, norm_inv, norm_norm,
      inv_mul_cancel₀ (norm_ne_zero_iff.2 hφ.2)]
  have h2 : H (((‖φ‖⁻¹ : ℝ) : ℂ) • φ) = (μ : ℂ) • (((‖φ‖⁻¹ : ℝ) : ℂ) • φ) := by
    rw [map_smul, hφ.apply_eq_smul, smul_comm]
  have h3 : groundEnergy H = μ := by
    refine le_antisymm ((groundEnergy_le H h1).trans_eq (expect_of_eigenvector h1 h2)) ?_
    refine le_csInf ⟨_, _, h1, rfl⟩ ?_
    rintro _ ⟨χ, hχ, rfl⟩
    exact hle χ hχ
  exact ⟨_, h1, by rw [h3]; exact h2⟩
```

## Equality and supergradients

The next lemma keeps a general trial potential `w` in the supremum. Setting `w = v` yields the bound $E(v)\le F(\rho)+v\cdot\rho$.

```lean
/-- Every trial potential `w` bounds `F(ρ) + v·ρ` from below by `E(w) - w·ρ + v·ρ`. -/
theorem le_liebF_add (H₀ : 𝓗 →ₗ[ℂ] 𝓗) (n : ι → 𝓗 →ₗ[ℂ] 𝓗) (v ρ w : ι → ℝ) :
    ((groundEnergy (hamiltonian H₀ n w) - w ⬝ᵥ ρ + v ⬝ᵥ ρ : ℝ) : EReal) ≤
      liebF H₀ n ρ + ((v ⬝ᵥ ρ : ℝ) : EReal) := by
  rw [EReal.coe_add]
  exact add_le_add (le_iSup (fun w : ι → ℝ =>
    ((groundEnergy (hamiltonian H₀ n w) - w ⬝ᵥ ρ : ℝ) : EReal)) w) le_rfl
```

The equivalence with the supergradient inequality uses only the definition of $F$ as a supremum, with no Hermiticity and no finite dimension. In the forward direction, the assumed equality is inserted into the lemma above for each `w`. In the reverse direction, `iSup_le` turns the family of inequalities into an upper bound on $F$, and the case `w = v` gives the matching lower bound.

```lean
/-- A density `ρ` satisfies `F(ρ) + v·ρ = E(v)` exactly when it is a supergradient of the
ground energy at `v`. -/
theorem liebF_add_eq_iff (H₀ : 𝓗 →ₗ[ℂ] 𝓗) (n : ι → 𝓗 →ₗ[ℂ] 𝓗) (v ρ : ι → ℝ) :
    liebF H₀ n ρ + ((v ⬝ᵥ ρ : ℝ) : EReal) = (groundEnergy (hamiltonian H₀ n v) : EReal) ↔
      ∀ w, groundEnergy (hamiltonian H₀ n w) ≤
        groundEnergy (hamiltonian H₀ n v) + (w - v) ⬝ᵥ ρ := by
  have lower := le_liebF_add H₀ n v ρ
  constructor
  · intro h w
    have hw := lower w
    rw [h, EReal.coe_le_coe_iff] at hw
    rw [sub_dotProduct]
    linarith
  · intro h
    apply le_antisymm
    · have hF : liebF H₀ n ρ ≤
          ((groundEnergy (hamiltonian H₀ n v) - v ⬝ᵥ ρ : ℝ) : EReal) := by
        refine iSup_le fun w => EReal.coe_le_coe_iff.2 ?_
        have hw := h w
        rw [sub_dotProduct] at hw
        linarith
      refine (add_le_add hF le_rfl).trans_eq ?_
      rw [← EReal.coe_add, sub_add_cancel]
    · have hv := lower v
      rwa [sub_add_cancel] at hv
```

The trial-state argument has three ingredients: `h1` is the variational principle at `w`, `h2` is the energy of the eigenvector at `v`, and `expect_hamiltonian` splits both into internal and potential parts. Subtraction removes the common term $\langle\psi,H_0\psi\rangle$.

```lean
/-- In finite dimension the density of a ground state at `v` is a supergradient of the
ground energy at `v`. -/
theorem groundState_supergradient [FiniteDimensional ℂ 𝓗] {H₀ : 𝓗 →ₗ[ℂ] 𝓗}
    {n : ι → 𝓗 →ₗ[ℂ] 𝓗} {v : ι → ℝ} {ψ : 𝓗} (h : IsGroundState (hamiltonian H₀ n v) ψ)
    (w : ι → ℝ) : groundEnergy (hamiltonian H₀ n w) ≤
      groundEnergy (hamiltonian H₀ n v) + (w - v) ⬝ᵥ density n ψ := by
  -- the ground state at `v` serves as a trial state at `w`
  have h1 := groundEnergy_le (hamiltonian H₀ n w) h.1
  have h2 := expect_of_eigenvector h.1 h.2
  rw [expect_hamiltonian] at h1 h2
  rw [sub_dotProduct]
  linarith
```

## The minimum over densities and its mixtures

The main theorem has three parts: the infimum equals the ground energy, a ground state exists, and the density of every ground state gives equality. `IsSymmetric` is Mathlib's form of Hermiticity, $\langle Ax,y\rangle=\langle x,Ay\rangle$.

The proof first checks that $H(v)$ is Hermitian, which holds because the potential is real. The function `att` then joins the supergradient inequality to the equivalence. One ground state bounds the infimum from above, and the choice `w = v` bounds it from below.

```lean
/-- Biconjugation: for Hermitian `H₀` and `n i` on a nonzero finite-dimensional space, the
infimum of `F(ρ) + v·ρ` over all `ρ` is `E(v)`. A ground state at `v` exists, and the density
of every such ground state attains the infimum. -/
theorem lieb_biconjugation [FiniteDimensional ℂ 𝓗] [Nontrivial 𝓗] {H₀ : 𝓗 →ₗ[ℂ] 𝓗}
    {n : ι → 𝓗 →ₗ[ℂ] 𝓗} (h₀ : H₀.IsSymmetric) (hn : ∀ i, (n i).IsSymmetric) (v : ι → ℝ) :
    (⨅ ρ : ι → ℝ, liebF H₀ n ρ + ((v ⬝ᵥ ρ : ℝ) : EReal)) =
        (groundEnergy (hamiltonian H₀ n v) : EReal) ∧
      (∃ ψ, IsGroundState (hamiltonian H₀ n v) ψ) ∧
      ∀ ψ, IsGroundState (hamiltonian H₀ n v) ψ →
        liebF H₀ n (density n ψ) + ((v ⬝ᵥ density n ψ : ℝ) : EReal) =
          (groundEnergy (hamiltonian H₀ n v) : EReal) := by
  have hsym : (hamiltonian H₀ n v).IsSymmetric := by
    intro x y
    have a : inner ℂ (H₀ x) y = inner ℂ x (H₀ y) := h₀ x y
    have b : ∀ i, inner ℂ (n i x) y = inner ℂ x (n i y) := fun i => hn i x y
    simp only [hamiltonian, LinearMap.add_apply, LinearMap.sum_apply, LinearMap.smul_apply,
      inner_add_left, inner_add_right, sum_inner, inner_sum, inner_smul_left,
      inner_smul_right, Complex.conj_ofReal, a, b]
  have att := fun ψ (h : IsGroundState (hamiltonian H₀ n v) ψ) =>
    (liebF_add_eq_iff H₀ n v (density n ψ)).2 (groundState_supergradient h)
  obtain ⟨ψ, hψ⟩ := exists_groundState hsym
  refine ⟨le_antisymm ((iInf_le _ (density n ψ)).trans_eq (att ψ hψ)) ?_, ⟨ψ, hψ⟩, att⟩
  -- the choice `w = v` in the supremum bounds every `F(ρ) + v·ρ` from below
  refine le_iInf fun ρ => ?_
  have hv := le_liebF_add H₀ n v ρ v
  rwa [sub_add_cancel] at hv
```

The theorem does not say that the potential is determined by the density, nor that every minimiser comes from a single wavefunction. It also leaves the continuum, where the Hilbert space is infinite-dimensional, untouched.

In the last theorem the finite type `κ` labels the members of a statistical mixture, with weights `p`. The states need not be orthogonal or distinct, but all must be ground states at the same `v`. The `calc` block is the averaging step: it writes $E(w)$ as $\sum_k p_kE(w)$, applies the supergradient inequality to each term, and collects the sum again. Under the Hermiticity assumptions of the main theorem, the mixed density is therefore a minimiser too.

```lean
/-- In finite dimension, a statistical mixture of densities of ground states at `v`, with
nonnegative weights that sum to one, also satisfies `F(ρ) + v·ρ = E(v)`. -/
theorem liebF_ensemble [FiniteDimensional ℂ 𝓗] {κ : Type*} [Fintype κ] {H₀ : 𝓗 →ₗ[ℂ] 𝓗}
    {n : ι → 𝓗 →ₗ[ℂ] 𝓗} {v : ι → ℝ} {ψ : κ → 𝓗} {p : κ → ℝ} (hp : ∀ k, 0 ≤ p k)
    (hp1 : ∑ k, p k = 1) (h : ∀ k, IsGroundState (hamiltonian H₀ n v) (ψ k)) :
    liebF H₀ n (∑ k, p k • density n (ψ k)) +
        ((v ⬝ᵥ ∑ k, p k • density n (ψ k) : ℝ) : EReal) =
      (groundEnergy (hamiltonian H₀ n v) : EReal) := by
  refine (liebF_add_eq_iff H₀ n v _).2 fun w => ?_
  -- average the supergradient inequalities with the weights
  calc groundEnergy (hamiltonian H₀ n w)
      = ∑ k, p k * groundEnergy (hamiltonian H₀ n w) := by
        rw [← Finset.sum_mul, hp1, one_mul]
    _ ≤ ∑ k, p k * (groundEnergy (hamiltonian H₀ n v) + (w - v) ⬝ᵥ density n (ψ k)) :=
        Finset.sum_le_sum fun k _ =>
          mul_le_mul_of_nonneg_left (groundState_supergradient (h k) w) (hp k)
    _ = _ := by
        rw [dotProduct_sum]
        simp only [dotProduct_smul, smul_eq_mul, mul_add, Finset.sum_add_distrib]
        rw [← Finset.sum_mul, hp1, one_mul]

end

end LiebBiconjugation
```

```lean
#print axioms LiebBiconjugation.groundEnergy_le
-- 'LiebBiconjugation.groundEnergy_le' depends on axioms: [propext, Classical.choice, Quot.sound]
#print axioms LiebBiconjugation.lieb_biconjugation
-- 'LiebBiconjugation.lieb_biconjugation' depends on axioms: [propext, Classical.choice, Quot.sound]
#print axioms LiebBiconjugation.liebF_ensemble
-- 'LiebBiconjugation.liebF_ensemble' depends on axioms: [propext, Classical.choice, Quot.sound]
```
